# Bracketing a transition pressure by the zero-pressure enthalpy gap and bounds on the volume difference

Take two incompressible phases. Phase 1 has energy $E_1$ and volume $v_1$, phase 2 has energy $E_2$ and volume $v_2$, all per formula unit. Their enthalpies at pressure $P$ are $E_1+v_1P$ and $E_2+v_2P$. Suppose that phase 1 is lower in energy, by $D=E_2-E_1>0$, and that phase 2 is denser, $v_1>v_2$. The difference of the enthalpies is then

$$D-(v_1-v_2)P,$$

a falling straight line that reaches zero at $P=D/(v_1-v_2)$. There the dense phase takes over.

In compressible phases the volume difference can change with pressure, and the line then bends. If the difference stays between two positive constants $m\le M$ at all $P\ge 0$, the curve falls at least as fast as a line of slope $-m$ and at most as fast as one of slope $-M$. It therefore crosses zero exactly once, between $D/M$ and $D/m$.

In Lean 4 with Mathlib:

```lean
import Mathlib

open Set

namespace TransitionPressureBracket
```

## Enthalpy as a function whose slope is the volume

For a static lattice $H=E+PV$ and $P=-dE/dV$, so $dH=V\,dP$. The only property of an enthalpy used below is

$$\frac{dH}{dP}=V(P),\qquad P\ge 0.$$

```lean
/-- `H` is an enthalpy with volume `V`: at every pressure `P ≥ 0` the derivative of `H` is `V P`
(one-sided at `P = 0`). -/
def IsEnthalpy (H V : ℝ → ℝ) : Prop :=
  ∀ P, 0 ≤ P → HasDerivWithinAt H (V P) (Ici 0) P
```

`HasDerivWithinAt … (Ici 0) P` is the derivative taken within the half-line $[0,\infty)$: the ordinary derivative for $P>0$ and the one-sided one at $P=0$. Negative pressures play no role. Continuity of $V$ is not assumed, but a derivative cannot have a jump, so a phase whose volume jumps at some pressure is excluded. At fixed temperature the Gibbs free energy obeys the same relation, so $H$ may also be read as $G$ along an isotherm.

Another model would start from energy curves $E(V)$ and define $H(P)=\min_V[E(V)+PV]$. The relation $dH/dP=V$ would then have to be proved, from conditions such as strict convexity of $E$ and the existence of a minimising volume, and $V$ could not grow with pressure. `IsEnthalpy` assumes the relation instead and imposes neither mechanical stability nor a positive volume.

The quantity to follow is the gap $g(P)=H_2(P)-H_1(P)$, positive where phase 1 is favoured. Both enthalpies must refer to the same amount of matter.

```lean
/-- The enthalpy of phase 2 relative to phase 1 at pressure `P`. -/
def enthalpyGap (H₁ H₂ : ℝ → ℝ) (P : ℝ) : ℝ := H₂ P - H₁ P
```

Write $\Delta(P)=V_1(P)-V_2(P)$. Subtracting the two derivatives gives $g'(P)=V_2(P)-V_1(P)=-\Delta(P)$.

```lean
variable {H₁ H₂ V₁ V₂ : ℝ → ℝ} {m M P Q : ℝ}

/-- At every pressure `P ≥ 0` the derivative of the enthalpy gap is the volume difference `V₂ - V₁`
(one-sided at `P = 0`). -/
theorem gap_deriv (h₁ : IsEnthalpy H₁ V₁) (h₂ : IsEnthalpy H₂ V₂) (hP : 0 ≤ P) :
    HasDerivWithinAt (enthalpyGap H₁ H₂) (V₂ P - V₁ P) (Ici 0) P :=
  (h₂ P hP).sub (h₁ P hP)
```

## The gap drops by a volume difference times a pressure step

For $0\le a<b$ the mean value theorem supplies a pressure $c$ with $a<c<b$ and $g'(c)=\dfrac{g(b)-g(a)}{b-a}$. Inserting $g'=-\Delta$ and multiplying out,

$$g(a)-g(b)=\Delta(c)\,(b-a).$$

```lean
/-- Between two pressures `0 ≤ a < b` the enthalpy gap drops by `b - a` times the volume
difference `V₁ - V₂` at some intermediate pressure. -/
theorem gap_mean_value (h₁ : IsEnthalpy H₁ V₁) (h₂ : IsEnthalpy H₂ V₂) {a b : ℝ}
    (ha : 0 ≤ a) (hab : a < b) :
    ∃ c ∈ Ioo a b, enthalpyGap H₁ H₂ a - enthalpyGap H₁ H₂ b = (V₁ c - V₂ c) * (b - a) := by
  obtain ⟨c, hc, h⟩ := exists_hasDerivAt_eq_slope (enthalpyGap H₁ H₂) (fun x => V₂ x - V₁ x) hab
    (fun x hx => (gap_deriv h₁ h₂ (ha.trans hx.1)).continuousWithinAt.mono
      (fun y hy => ha.trans hy.1))
    (fun x hx => (gap_deriv h₁ h₂ (ha.trans hx.1.le)).hasDerivAt
      (Ici_mem_nhds (lt_of_le_of_lt ha hx.1)))
  rw [eq_div_iff (sub_pos.2 hab).ne'] at h
  exact ⟨c, hc, by linear_combination h⟩
```

The last two arguments passed to Mathlib's mean value theorem prove continuity on $[a,b]$ and differentiability inside it. The last two lines clear the denominator and rearrange the signs.

## Which phase is stable on each side of a crossing

Let $\Delta>0$ at all pressures $\ge 0$ and $g(P)=0$. For $Q<P$ the previous step gives $g(Q)=\Delta(c)(P-Q)>0$, so phase 1 is lower. For $Q>P$ it gives $g(Q)=-\Delta(c)(Q-P)<0$, so phase 2 is lower. At $Q=P$ neither is.

```lean
/-- If phase 2 is the denser one at all pressures `≥ 0` and the enthalpies agree at `P ≥ 0`, then
among the pressures `≥ 0` phase 1 has the lower enthalpy exactly below `P` and phase 2 exactly above
`P`. -/
theorem stable_phase (h₁ : IsEnthalpy H₁ V₁) (h₂ : IsEnthalpy H₂ V₂)
    (hV : ∀ p, 0 ≤ p → V₂ p < V₁ p) (hP : 0 ≤ P) (heq : H₁ P = H₂ P) (hQ : 0 ≤ Q) :
    (H₁ Q < H₂ Q ↔ Q < P) ∧ (H₂ Q < H₁ Q ↔ P < Q) := by
  rcases lt_trichotomy Q P with h | h | h
  · obtain ⟨c, hc, e⟩ := gap_mean_value h₁ h₂ hQ h
    have pos := mul_pos (sub_pos.2 (hV c (hQ.trans hc.1.le))) (sub_pos.2 h)
    unfold enthalpyGap at e
    have lt : H₁ Q < H₂ Q := by linarith
    exact ⟨⟨fun _ => h, fun _ => lt⟩, ⟨fun k => by linarith, fun k => by linarith⟩⟩
  · rw [h, heq]
    simp
  · obtain ⟨c, hc, e⟩ := gap_mean_value h₁ h₂ hP h
    have pos := mul_pos (sub_pos.2 (hV c (hP.trans hc.1.le))) (sub_pos.2 h)
    unfold enthalpyGap at e
    have lt : H₂ Q < H₁ Q := by linarith
    exact ⟨⟨fun k => by linarith, fun k => by linarith⟩, ⟨fun _ => h, fun _ => lt⟩⟩
```

`lt_trichotomy` makes these three cases. Because they exclude one another, each implication becomes an equivalence: the sign of the gap at $Q$ tells on which side of $Q$ the transition lies.

## One trial pressure locates the transition

Now let $m\le\Delta\le M$ with $m>0$, and again $g(P)=0$. In all cases $g(Q)=w\,(P-Q)$ for some $w\in[m,M]$; at $Q=P$ both sides vanish and any such $w$ will do. Taking absolute values, $m|P-Q|\le|g(Q)|\le M|P-Q|$, hence

$$\frac{|g(Q)|}{M}\le|P-Q|\le\frac{|g(Q)|}{m}.$$

```lean
/-- If `0 < m ≤ V₁ - V₂ ≤ M` at all pressures `≥ 0` and the enthalpies agree at `P ≥ 0`, the
enthalpy gap at any trial pressure `Q ≥ 0` bounds the distance from `Q` to `P` from both sides. -/
theorem trial_pressure_error (h₁ : IsEnthalpy H₁ V₁) (h₂ : IsEnthalpy H₂ V₂) (hm : 0 < m)
    (hV : ∀ p, 0 ≤ p → V₁ p - V₂ p ∈ Icc m M) (hP : 0 ≤ P) (heq : H₁ P = H₂ P) (hQ : 0 ≤ Q) :
    |enthalpyGap H₁ H₂ Q| / M ≤ |P - Q| ∧ |P - Q| ≤ |enthalpyGap H₁ H₂ Q| / m := by
  have hM : 0 < M := lt_of_lt_of_le hm ((hV 0 le_rfl).1.trans (hV 0 le_rfl).2)
  have h0 : enthalpyGap H₁ H₂ P = 0 := by simp [enthalpyGap, heq]
  -- the gap at `Q` is `P - Q` times a number in `[m, M]`
  obtain ⟨w, hw, e⟩ : ∃ w ∈ Icc m M, enthalpyGap H₁ H₂ Q = w * (P - Q) := by
    rcases lt_trichotomy Q P with h | h | h
    · obtain ⟨c, hc, e⟩ := gap_mean_value h₁ h₂ hQ h
      exact ⟨_, hV c (hQ.trans hc.1.le), by linear_combination e + h0⟩
    · exact ⟨_, hV P hP, by rw [h, h0]; ring⟩
    · obtain ⟨c, hc, e⟩ := gap_mean_value h₁ h₂ hP h
      exact ⟨_, hV c (hP.trans hc.1.le), by linear_combination h0 - e⟩
  rw [e, abs_mul, abs_of_pos (lt_of_lt_of_le hm hw.1), div_le_iff₀ hM, le_div_iff₀ hm]
  have lo := mul_le_mul_of_nonneg_right hw.1 (abs_nonneg (P - Q))
  have hi := mul_le_mul_of_nonneg_right hw.2 (abs_nonneg (P - Q))
  constructor <;> linarith
```

The hypothesis `hV` places $\Delta(p)$ in the closed interval `Icc m M` for every $p\ge 0$. It is an assumption about the two phases and is not derived from their equations of state. Taken at all pressures it is an idealisation: if both volumes shrink to zero under unlimited compression, as in common equations of state, no $m>0$ works. The results can still be used when the bounds hold for $0\le p\le D/m$, with $D=g(0)>0$. Continue each enthalpy beyond $D/m$ as a straight line whose slope is the volume at $D/m$. The theorems apply to the continued enthalpies, and so describe the original ones up to the pressure $D/m$; they say nothing about further crossings of the original curves above it.

## Exactly one crossing, inside the bracket

Let $D=g(0)>0$ and $b=D/m$. The mean value step between $0$ and $b$ gives

$$g(b)=D-\Delta(c)\,b\le D-mb=0.$$

The continuous function $g$ is positive at $0$ and not positive at $b$, so it vanishes at some $P\in[0,b]$. At any other pressure one phase is strictly lower, which excludes a second crossing. Setting $Q=0$ in the trial-pressure bounds gives $D/M\le P\le D/m$.

```lean
/-- Transition pressure bracket: if phase 1 has the lower enthalpy at zero pressure, by `D`, and
`0 < m ≤ V₁ - V₂ ≤ M` at all pressures `≥ 0`, then the enthalpies agree at exactly one pressure
`≥ 0`, and it lies between `D / M` and `D / m`. -/
theorem transition_pressure_bracket (h₁ : IsEnthalpy H₁ V₁) (h₂ : IsEnthalpy H₂ V₂) (hm : 0 < m)
    (hV : ∀ p, 0 ≤ p → V₁ p - V₂ p ∈ Icc m M) (hD : 0 < enthalpyGap H₁ H₂ 0) :
    (∃! P, 0 ≤ P ∧ H₁ P = H₂ P) ∧
      ∀ P, 0 ≤ P → H₁ P = H₂ P →
        P ∈ Icc (enthalpyGap H₁ H₂ 0 / M) (enthalpyGap H₁ H₂ 0 / m) := by
  constructor
  · -- the gap is no longer positive at the pressure `D / m`
    have hb : 0 < enthalpyGap H₁ H₂ 0 / m := div_pos hD hm
    obtain ⟨c, hc, e⟩ := gap_mean_value h₁ h₂ le_rfl hb
    have lo := mul_le_mul_of_nonneg_right (hV c hc.1.le).1 hb.le
    have hmb : enthalpyGap H₁ H₂ 0 / m * m = enthalpyGap H₁ H₂ 0 := div_mul_cancel₀ _ hm.ne'
    rw [sub_zero] at e
    have hneg : enthalpyGap H₁ H₂ (enthalpyGap H₁ H₂ 0 / m) ≤ 0 := by linarith
    have cont : ContinuousOn (enthalpyGap H₁ H₂) (Icc 0 (enthalpyGap H₁ H₂ 0 / m)) :=
      fun x hx => (gap_deriv h₁ h₂ hx.1).continuousWithinAt.mono (fun y hy => hy.1)
    obtain ⟨P, hP, hz⟩ := intermediate_value_Icc' hb.le cont ⟨hneg, hD.le⟩
    have heq : H₁ P = H₂ P := (sub_eq_zero.1 hz).symm
    refine ⟨P, ⟨hP.1, heq⟩, ?_⟩
    -- away from `P` one phase has strictly lower enthalpy
    rintro Q ⟨hQ, hQe⟩
    have s := stable_phase h₁ h₂ (fun p hp => sub_pos.1 (lt_of_lt_of_le hm (hV p hp).1))
      hP.1 heq hQ
    exact le_antisymm (not_lt.1 fun k => (s.2.2 k).ne hQe.symm)
      (not_lt.1 fun k => (s.1.2 k).ne hQe)
  · intro P hP heq
    have t := trial_pressure_error h₁ h₂ hm hV hP heq le_rfl
    rw [sub_zero, abs_of_nonneg hP, abs_of_pos hD] at t
    exact t
```

In the statement $D$ is `enthalpyGap H₁ H₂ 0`. The first half, `∃!`, says that exactly one pressure $\ge 0$ equalises the enthalpies; the second half places every such pressure in the bracket. In the proof, `intermediate_value_Icc'` is the intermediate value theorem for a function that ends lower than it starts, and `stable_phase` supplies uniqueness.

For a numerical instance, let $D=0.30$ eV and let the volume difference stay between $2$ and $3$ Å³, per formula unit. The transition lies between $0.30/3=0.10$ and $0.30/2=0.15$ eV/Å³, which is about $16$ to $24$ GPa. Suppose a further calculation at $Q=0.12$ eV/Å³ gives a gap of $+0.01$ eV. The positive sign puts the transition above $Q$, at a distance between $0.01/3$ and $0.01/2$ eV/Å³. The interval shrinks to $0.1233$–$0.125$ eV/Å³, about $19.8$ to $20.0$ GPa.

In electronic-structure work, enthalpies of competing crystal structures can be compared in this way, for two given phases whose volume difference obeys the assumed bounds at least up to the pressure $D/m$. Equal enthalpies mark a thermodynamic transition between these two phases; a third phase may be lower still, and a kinetic barrier may delay the change.

## When the zero-pressure estimate is a lower bound

A quick estimate divides the gap by the volume difference, both at zero pressure. Suppose $\Delta(0)>0$ and $\Delta(p)\le\Delta(0)$ for all $p\ge 0$, as happens when the less dense phase loses volume faster under compression. At a crossing $P>0$,

$$g(0)=\Delta(c)\,P\le\Delta(0)\,P,\qquad\text{so}\qquad \frac{g(0)}{\Delta(0)}\le P.$$

If the crossing is at $P=0$, then $g(0)=0$ and both sides are zero.

```lean
/-- If the volume difference `V₁ - V₂` is positive at zero pressure and never larger than there,
the estimate "enthalpy gap over volume difference, both at zero pressure" is a lower bound for
any pressure `P ≥ 0` at which the enthalpies agree. -/
theorem zero_pressure_estimate_le (h₁ : IsEnthalpy H₁ V₁) (h₂ : IsEnthalpy H₂ V₂)
    (h0 : 0 < V₁ 0 - V₂ 0) (hV : ∀ p, 0 ≤ p → V₁ p - V₂ p ≤ V₁ 0 - V₂ 0)
    (hP : 0 ≤ P) (heq : H₁ P = H₂ P) :
    enthalpyGap H₁ H₂ 0 / (V₁ 0 - V₂ 0) ≤ P := by
  have hz : enthalpyGap H₁ H₂ P = 0 := by simp [enthalpyGap, heq]
  rw [div_le_iff₀ h0]
  rcases hP.eq_or_lt with h | h
  · rw [← h] at hz ⊢
    simp [hz]
  · obtain ⟨c, hc, e⟩ := gap_mean_value h₁ h₂ le_rfl h
    have hi := mul_le_mul_of_nonneg_right (hV c hc.1.le) hP
    rw [sub_zero] at e
    linarith
```

No lower bound $m$ is needed here, because the crossing is given and its existence is not claimed.

## Incompressible phases reach every pressure in the bracket

The opening example also shows that the bracket cannot be narrowed from $D$, $m$ and $M$ alone. A phase of constant volume $v$ and zero-pressure energy $e$ has $H(P)=e+vP$, with derivative $v$.

```lean
/-- The function `e + v * P` of the pressure `P` is an enthalpy with constant volume `v`. -/
theorem isEnthalpy_incompressible (e v : ℝ) : IsEnthalpy (fun P => e + v * P) (fun _ => v) := by
  intro P _
  have h : HasDerivAt (fun x : ℝ => e + v * x) (v * 1) P :=
    ((hasDerivAt_id P).const_mul v).const_add e
  rw [mul_one] at h
  exact h.hasDerivWithinAt
```

Choose any $p\in[D/M,D/m]$. Give phase 2 the volume $v$ and the energy $e+D$, and give phase 1 the volume $v+D/p$ and the energy $e$. The volume difference is $D/p$, and $D/M\le p\le D/m$ is the same as $m\le D/p\le M$. At pressure $p$,

$$e+\left(v+\frac{D}{p}\right)p=e+D+vp,$$

so the two phases cross exactly there.

```lean
/-- The bracket is optimal: for positive `D`, `m`, `M`, every pressure `p` in `[D / M, D / m]` is
the crossing of two incompressible phases with zero-pressure gap `D` and volume difference in
`[m, M]`. -/
theorem bracket_sharp {D p : ℝ} (e v : ℝ) (hD : 0 < D) (hm : 0 < m) (hM : 0 < M)
    (hp : p ∈ Icc (D / M) (D / m)) :
    IsEnthalpy (fun P => e + (v + D / p) * P) (fun _ => v + D / p) ∧
      IsEnthalpy (fun P => (e + D) + v * P) (fun _ => v) ∧
      (v + D / p) - v ∈ Icc m M ∧ e + (v + D / p) * p = (e + D) + v * p := by
  have hp0 : 0 < p := lt_of_lt_of_le (div_pos hD hM) hp.1
  have a := (div_le_iff₀ hM).1 hp.1
  have b := (le_div_iff₀ hm).1 hp.2
  have c : D / p * p = D := div_mul_cancel₀ D hp0.ne'
  refine ⟨isEnthalpy_incompressible _ _, isEnthalpy_incompressible _ _, ?_,
    by linear_combination c⟩
  rw [add_sub_cancel_left]
  exact ⟨(le_div_iff₀ hp0).2 (by linarith), (div_le_iff₀ hp0).2 (by linarith)⟩
```

The four parts of the conclusion are the two enthalpy relations, the bound on the volume difference and the equality at $p$. The number $v$ is arbitrary; a positive value gives physical volumes.

## A vanishing volume difference can prevent the transition

The constant $m$ stands for a volume advantage that never fades away. Positivity of $\Delta$ alone is not enough. In dimensionless units, with a constant $v>0$, take

$$H_1(P)=1+vP-e^{-P},\qquad H_2(P)=1+vP.$$

Then $V_1=v+e^{-P}$ and $V_2=v$, so $\Delta(P)=e^{-P}$ lies in $(0,1]$ for $P\ge 0$. The gap is $g(P)=e^{-P}$ as well: it starts at $D=1$, shrinks towards zero and never reaches it. Phase 1 stays lower at every pressure, although phase 2 is always the denser one.

```lean
/-- A positive volume difference alone does not force a transition: here it is `exp (-P)`, and
phase 1 keeps the lower enthalpy at every pressure `P ≥ 0`. -/
theorem no_transition_without_lower_bound (v : ℝ) :
    IsEnthalpy (fun P => (1 + v * P) - Real.exp (-P)) (fun P => v + Real.exp (-P)) ∧
      IsEnthalpy (fun P => 1 + v * P) (fun _ => v) ∧
      ∀ P : ℝ, 0 ≤ P → (v + Real.exp (-P)) - v ∈ Ioc 0 1 ∧
        (1 + v * P) - Real.exp (-P) < 1 + v * P := by
  refine ⟨?_, isEnthalpy_incompressible 1 v, ?_⟩
  · intro P hP
    have l : HasDerivWithinAt (fun x : ℝ => 1 + v * x) v (Ici 0) P :=
      isEnthalpy_incompressible 1 v P hP
    have e : HasDerivAt (fun x : ℝ => Real.exp (-x)) (Real.exp (-P) * -1) P :=
      (hasDerivAt_neg P).exp
    have d : v - Real.exp (-P) * -1 = v + Real.exp (-P) := by ring
    exact (l.sub e.hasDerivWithinAt).congr_deriv d
  · intro P hP
    rw [add_sub_cancel_left]
    exact ⟨⟨Real.exp_pos _, Real.exp_le_one_iff.2 (by linarith)⟩,
      sub_lt_self _ (Real.exp_pos _)⟩

end TransitionPressureBracket
```

The derivative of $H_1$ comes from the chain rule for $e^{-P}$ and the linear case above; the remaining claims are $e^{-P}>0$ and $e^{-P}\le 1$ for $P\ge 0$.

```lean
#print axioms TransitionPressureBracket.transition_pressure_bracket
#print axioms TransitionPressureBracket.zero_pressure_estimate_le
#print axioms TransitionPressureBracket.bracket_sharp
#print axioms TransitionPressureBracket.no_transition_without_lower_bound
```

```
'TransitionPressureBracket.transition_pressure_bracket' depends on axioms: [propext, Classical.choice, Quot.sound]
'TransitionPressureBracket.zero_pressure_estimate_le' depends on axioms: [propext, Classical.choice, Quot.sound]
'TransitionPressureBracket.bracket_sharp' depends on axioms: [propext, Classical.choice, Quot.sound]
'TransitionPressureBracket.no_transition_without_lower_bound' depends on axioms: [propext, Classical.choice, Quot.sound]
```
